# For orthonormal real orbitals on a grid at temperature T > 0 in energy units, the spinless independent-particle response times U is a contraction when |U| < 4T

## Can temperature alone keep the feedback in check?

Without a bound on the density response, I can't tell in advance whether a plain self-consistency loop will damp an error in the potential or amplify it. With a local interaction $U$, the linearised loop multiplies the error by $U\chi_0$ at every step, and $\chi_0$ contains difference quotients of occupations that look dangerous when levels nearly coincide.

At temperature $T>0$, in energy units, the Fermi function is smooth, so I expect these quotients to lie in $[-1/(4T),0)$. For orthonormal real orbitals, no spin factor and $U\ge 0$, the eigenvalues of $1-U\chi_0$ should then lie in $[1,\,1+U/(4T)]$, and $U\chi_0$ should contract for $U<4T$, whatever the levels are. Can this be proved in full, and checked in Lean 4?

## Yes: the steepest slope of the Fermi function sets the bound

Measure $T$ in energy units, let $\mu$ be the chemical potential, and write

$$f(x)=\frac{1}{e^{(x-\mu)/T}+1},\qquad f[x,y]=\begin{cases}\dfrac{f(x)-f(y)}{x-y}, & x\neq y,\\[1ex] f'(x), & x=y.\end{cases}$$

For levels $e_a$ and real orbitals $u_a(r)$ on a finite grid, with $\sum_r u_a(r)u_b(r)=\delta_{ab}$, the response is

$$\chi_0(r,s)=\sum_{a,b} f[e_a,e_b]\,u_a(r)u_b(r)u_a(s)u_b(s).$$

### From the slope to the eigenvalues

With $E=e^{(x-\mu)/T}$ we have $f=1/(E+1)$ and $1-f=E/(E+1)$, so

$$f'=-\frac{E}{T(E+1)^2}=-\frac{f(1-f)}{T}.$$

Since $0<f<1$, this is negative. Since $(2f-1)^2\ge 0$, we have $f(1-f)\le 1/4$, so $f'\ge -1/(4T)$. For $x\ne y$ the mean value theorem gives $f[x,y]=f'(c)$ for some $c$ between them, so the same bounds hold.

For a potential $v$ let $V_{ab}=\sum_r u_a(r)v(r)u_b(r)$, and define $W_{ab}$ likewise for $w$. Reordering the finite sums gives

$$w\cdot\chi_0 v=\sum_{a,b}f[e_a,e_b]\,V_{ab}W_{ab}.$$

Next, $\sum_{ab}V_{ab}^2\le |v|^2$. Let $u$ be the matrix with rows $u_a$, so that $uu^T=1$. For any $x$,

$$0\le|x-u^Tux|^2=|x|^2-2|ux|^2+|ux|^2=|x|^2-|ux|^2,$$

which is Bessel's inequality. Taking $x(r)=u_a(r)v(r)$ gives $\sum_b V_{ab}^2\le\sum_r u_a(r)^2v(r)^2$. Taking $x$ to be the unit vector at $r$ gives $\sum_a u_a(r)^2\le 1$. Summing the first over $a$ and using the second yields the claim.

Now set $w=\chi_0v$ and $k=1/(4T)$. Because $FVW\le\tfrac12(F^2V^2+W^2)$ and $|f[e_a,e_b]|\le k$,

$$|w|^2=\sum_{a,b}f[e_a,e_b]V_{ab}W_{ab}\le\tfrac{k^2}{2}\sum_{a,b}V_{ab}^2+\tfrac12\sum_{a,b}W_{ab}^2\le\tfrac{k^2}{2}|v|^2+\tfrac12|w|^2.$$

Hence $|w|\le k|v|$, and $|U\chi_0v|\le\frac{|U|}{4T}|v|$.

Finally, let $(1-U\chi_0)v=\lambda v$ with $v\ne0$ and $U\ge0$. Then $U\chi_0v=(1-\lambda)v$. Taking the product with $v$ gives $(1-\lambda)|v|^2=U\sum_{ab}f[e_a,e_b]V_{ab}^2\le0$, so $\lambda\ge1$. The length bound gives $|1-\lambda|\le U/(4T)$, so $\lambda\le1+U/(4T)$.

### Two levels on two grid points

Take $T=1$, $\mu=0$, $U=2$, levels $e_1=-\ln3$ and $e_2=\ln3$, and orbitals $u_1=(1,1)/\sqrt2$, $u_2=(1,-1)/\sqrt2$. The occupations are $3/4$ and $1/4$. Both derivatives equal $-3/16$, and

$$f[e_1,e_2]=\frac{1/2}{-2\ln3}=-\frac{1}{4\ln3}\approx-0.2276.$$

The vectors $(1,1)/\sqrt2$ and $(1,-1)/\sqrt2$ are eigenvectors of $\chi_0$ with eigenvalues $-0.1875$ and about $-0.2276$. So $1-U\chi_0$ has eigenvalues $1.375$ and about $1.455$, inside $[1,1.5]$.

### What the Lean statements say

The types `m` and `n` label orbitals and grid points, `e a` is a level, and `u a r` is an orbital value. The hypothesis `u * uᵀ = 1` is orthonormality with unit grid weight; the orbital set may be incomplete. `fermi`, `dividedDiff` and `chi0` are the three formulas above, and `matElem u v a b` is $V_{ab}$.

- `dividedDiff_fermi_mem` places every $f[x,y]$ in `Set.Ico (-(1 / (4 * T))) 0`, which is closed on the left and open on the right.
- `response_contracts` bounds the squared length of $U\chi_0v$ by $(U/(4T))^2|v|^2$, for either sign of $U$.
- `eigenvalue_mem` takes a nonzero real vector `v` with eigenvalue `ev` and, for `0 ≤ U`, places `ev` in the stated interval. Real eigenvalues are all there are, because `chi0_isSymm` shows that $\chi_0$ is symmetric.
- `chi0_at_fermi_level` shows that the constant is the best possible: for a complete set (`uᵀ * u = 1`) with all levels at $\mu$, $\chi_0=-\frac{1}{4T}\,1$.

The response formula is taken as a definition, not derived from perturbation theory, and no particular Hamiltonian is specified: the levels and the orthonormal orbitals are free inputs. The chemical potential is held fixed, there is no spin factor (a factor of 2 in $\chi_0$ would change the condition to $|U|<2T$), and the interaction is one number $U$ acting locally. For simulation practice, the result gives a sufficient condition for undamped mixing to reduce errors in this linearised, finite-grid model; a nonlinear loop, whose orbitals and levels change from step to step, needs a further argument.

```lean
import Mathlib

open Matrix

namespace FermiResponseContraction

noncomputable section

/-- The Fermi function at temperature `T ≠ 0` (in energy units) and chemical potential `μ`. -/
def fermi (T μ x : ℝ) : ℝ := 1 / (Real.exp ((x - μ) / T) + 1)

/-- The divided difference `f[x,y]`: the difference quotient for `x ≠ y`, the derivative
for `x = y`. -/
def dividedDiff (f : ℝ → ℝ) (x y : ℝ) : ℝ :=
  if x = y then deriv f x else (f x - f y) / (x - y)

variable {m n : Type*} [Fintype m] [Fintype n] [DecidableEq m] [DecidableEq n]

/-- The independent-particle response `χ₀` on a grid, for levels `e a` and real orbitals
`u a r`, at temperature `T ≠ 0`. -/
def chi0 (T μ : ℝ) (e : m → ℝ) (u : Matrix m n ℝ) : Matrix n n ℝ :=
  Matrix.of fun r s => ∑ a, ∑ b,
    dividedDiff (fermi T μ) (e a) (e b) * (u a r * u b r * u a s * u b s)

/-- The matrix element of a local potential `v` between the orbitals `a` and `b`. -/
def matElem (u : Matrix m n ℝ) (v : n → ℝ) (a b : m) : ℝ := ∑ r, u a r * v r * u b r

/-- For `T > 0` the slope of the Fermi function is `-f (1 - f) / T`. -/
theorem hasDerivAt_fermi {T : ℝ} (hT : 0 < T) (μ x : ℝ) :
    HasDerivAt (fermi T μ) (-(fermi T μ x * (1 - fermi T μ x) / T)) x := by
  have hE := Real.exp_pos ((x - μ) / T)
  have h1 : HasDerivAt (fun y => Real.exp ((y - μ) / T) + 1)
      (Real.exp ((x - μ) / T) * (1 / T)) x :=
    ((((hasDerivAt_id' x).sub_const μ).div_const T).exp).add_const 1
  have h2 : HasDerivAt (fermi T μ) _ x :=
    (hasDerivAt_const x (1 : ℝ)).fun_div h1 (by positivity)
  refine h2.congr_deriv ?_
  simp only [fermi]
  generalize Real.exp ((x - μ) / T) = E at hE ⊢
  have hne : E + 1 ≠ 0 := by positivity
  field_simp
  ring

/-- For `T > 0` all divided differences of the Fermi function, derivatives included, lie in
`[-1/(4T), 0)`. -/
theorem dividedDiff_fermi_mem {T : ℝ} (hT : 0 < T) (μ x y : ℝ) :
    dividedDiff (fermi T μ) x y ∈ Set.Ico (-(1 / (4 * T))) 0 := by
  -- the slope is bounded because `f (1 - f)` lies between 0 and 1/4
  have slope : ∀ z, -(fermi T μ z * (1 - fermi T μ z) / T) ∈ Set.Ico (-(1 / (4 * T))) 0 := by
    intro z
    have hE := Real.exp_pos ((z - μ) / T)
    have h0 : 0 < fermi T μ z := by unfold fermi; positivity
    have h1 : fermi T μ z < 1 := by
      unfold fermi
      rw [div_lt_one (by positivity)]
      linarith
    constructor
    · apply neg_le_neg
      rw [div_le_div_iff₀ hT (by positivity)]
      nlinarith [mul_nonneg hT.le (sq_nonneg (2 * fermi T μ z - 1))]
    · exact neg_lt_zero.mpr (div_pos (mul_pos h0 (sub_pos.mpr h1)) hT)
  -- the mean value theorem carries the bound to difference quotients
  have quot : ∀ p q, p < q →
      (fermi T μ q - fermi T μ p) / (q - p) ∈ Set.Ico (-(1 / (4 * T))) 0 := by
    intro p q hpq
    obtain ⟨c, -, hc⟩ := exists_hasDerivAt_eq_slope (fermi T μ)
      (fun z => -(fermi T μ z * (1 - fermi T μ z) / T)) hpq
      (fun z _ => (hasDerivAt_fermi hT μ z).continuousAt.continuousWithinAt)
      (fun z _ => hasDerivAt_fermi hT μ z)
    rw [← hc]
    exact slope c
  unfold dividedDiff
  split_ifs with h
  · rw [(hasDerivAt_fermi hT μ x).deriv]
    exact slope x
  · rcases lt_or_gt_of_ne h with h | h
    · rw [← neg_sub (fermi T μ y), ← neg_sub y, neg_div_neg_eq]
      exact quot x y h
    · exact quot y x h

omit [Fintype n] [DecidableEq m] [DecidableEq n] in
/-- The response matrix is symmetric. -/
theorem chi0_isSymm (T μ : ℝ) (e : m → ℝ) (u : Matrix m n ℝ) : (chi0 T μ e u).IsSymm := by
  ext r s
  simp only [chi0, Matrix.transpose_apply, Matrix.of_apply]
  exact Finset.sum_congr rfl fun a _ => Finset.sum_congr rfl fun b _ => by ring

omit [DecidableEq m] [DecidableEq n] in
/-- The response couples two potentials through their matrix elements, each orbital pair
weighted by its divided difference. -/
theorem chi0_form (T μ : ℝ) (e : m → ℝ) (u : Matrix m n ℝ) (w v : n → ℝ) :
    w ⬝ᵥ (chi0 T μ e u *ᵥ v) = ∑ a, ∑ b,
      dividedDiff (fermi T μ) (e a) (e b) * matElem u v a b * matElem u w a b := by
  have h : ∀ r, (chi0 T μ e u *ᵥ v) r = ∑ a, ∑ b,
      dividedDiff (fermi T μ) (e a) (e b) * (u a r * u b r) * matElem u v a b := by
    intro r
    simp only [Matrix.mulVec, dotProduct, chi0, Matrix.of_apply, matElem, Finset.sum_mul,
      Finset.mul_sum]
    rw [Finset.sum_comm]
    refine Finset.sum_congr rfl fun a _ => ?_
    rw [Finset.sum_comm]
    exact Finset.sum_congr rfl fun b _ => Finset.sum_congr rfl fun s _ => by ring
  simp only [dotProduct, h, Finset.mul_sum]
  rw [Finset.sum_comm]
  refine Finset.sum_congr rfl fun a _ => ?_
  rw [Finset.sum_comm]
  refine Finset.sum_congr rfl fun b _ => ?_
  rw [show matElem u w a b = ∑ r, u a r * w r * u b r from rfl, Finset.mul_sum]
  exact Finset.sum_congr rfl fun r _ => by ring

/-- For orthonormal orbitals the squared matrix elements of a local potential sum to at most
its squared length. -/
theorem sum_matElem_sq_le {u : Matrix m n ℝ} (hu : u * uᵀ = 1) (v : n → ℝ) :
    ∑ a, ∑ b, matElem u v a b ^ 2 ≤ v ⬝ᵥ v := by
  -- Bessel's inequality, from the squared length of the part outside the orbital span
  have bessel : ∀ w : n → ℝ, (u *ᵥ w) ⬝ᵥ (u *ᵥ w) ≤ w ⬝ᵥ w := by
    intro w
    have adj : ∀ (x : m → ℝ) (y : n → ℝ), (uᵀ *ᵥ x) ⬝ᵥ y = x ⬝ᵥ (u *ᵥ y) := fun x y => by
      rw [Matrix.mulVec_transpose, ← Matrix.dotProduct_mulVec]
    have h1 := adj (u *ᵥ w) w
    have h2 : (uᵀ *ᵥ (u *ᵥ w)) ⬝ᵥ (uᵀ *ᵥ (u *ᵥ w)) = (u *ᵥ w) ⬝ᵥ (u *ᵥ w) := by
      rw [adj, Matrix.mulVec_mulVec (u *ᵥ w) u uᵀ, hu, Matrix.one_mulVec]
    have h0 : 0 ≤ (w - uᵀ *ᵥ (u *ᵥ w)) ⬝ᵥ (w - uᵀ *ᵥ (u *ᵥ w)) :=
      Finset.sum_nonneg fun i _ => mul_self_nonneg _
    rw [sub_dotProduct, dotProduct_sub, dotProduct_sub,
      dotProduct_comm w (uᵀ *ᵥ (u *ᵥ w)), h1, h2] at h0
    linarith
  have row : ∀ a, ∑ b, matElem u v a b ^ 2 ≤ ∑ r, (u a r * v r) ^ 2 := by
    intro a
    have e : ∀ b, matElem u v a b = (u *ᵥ fun r => u a r * v r) b :=
      fun b => Finset.sum_congr rfl fun r _ => mul_comm _ _
    simp only [e, sq]
    exact bessel _
  have site : ∀ r, ∑ a, u a r ^ 2 ≤ 1 := by
    intro r
    have h := bessel (Pi.single r 1)
    simpa [dotProduct, sq, Pi.single_apply] using h
  calc ∑ a, ∑ b, matElem u v a b ^ 2 ≤ ∑ a, ∑ r, (u a r * v r) ^ 2 :=
        Finset.sum_le_sum fun a _ => row a
    _ = ∑ r, (∑ a, u a r ^ 2) * v r ^ 2 := by
        rw [Finset.sum_comm]
        simp only [mul_pow, Finset.sum_mul]
    _ ≤ ∑ r, v r * v r := Finset.sum_le_sum fun r _ => by
        nlinarith [mul_le_mul_of_nonneg_right (site r) (sq_nonneg (v r))]

/-- For `T > 0` and orthonormal real orbitals, `U χ₀` changes the length of any vector by a
factor of at most `|U|/(4T)`; the statement is in squared lengths. -/
theorem response_contracts {T : ℝ} (hT : 0 < T) (U μ : ℝ) (e : m → ℝ)
    {u : Matrix m n ℝ} (hu : u * uᵀ = 1) (v : n → ℝ) :
    (U • (chi0 T μ e u *ᵥ v)) ⬝ᵥ (U • (chi0 T μ e u *ᵥ v))
      ≤ (U / (4 * T)) ^ 2 * (v ⬝ᵥ v) := by
  have hk : 0 < 1 / (4 * T) := by positivity
  have hform := chi0_form T μ e u (chi0 T μ e u *ᵥ v) v
  generalize chi0 T μ e u *ᵥ v = w at hform ⊢
  -- complete the square for every orbital pair
  have hsum : w ⬝ᵥ w ≤ (1 / (4 * T)) ^ 2 / 2 * ∑ a, ∑ b, matElem u v a b ^ 2
      + 1 / 2 * ∑ a, ∑ b, matElem u w a b ^ 2 := by
    rw [hform]
    simp only [Finset.mul_sum, ← Finset.sum_add_distrib]
    refine Finset.sum_le_sum fun a _ => Finset.sum_le_sum fun b _ => ?_
    obtain ⟨hl, hr⟩ := dividedDiff_fermi_mem hT μ (e a) (e b)
    generalize dividedDiff (fermi T μ) (e a) (e b) = F at hl hr ⊢
    generalize 1 / (4 * T) = k at hk hl ⊢
    have hF : F ^ 2 ≤ k ^ 2 := by
      nlinarith [mul_nonneg (show 0 ≤ k - F by linarith) (show 0 ≤ k + F by linarith)]
    nlinarith [sq_nonneg (F * matElem u v a b - matElem u w a b),
      mul_le_mul_of_nonneg_right hF (sq_nonneg (matElem u v a b))]
  have hv := mul_le_mul_of_nonneg_left (sum_matElem_sq_le hu v)
    (show 0 ≤ (1 / (4 * T)) ^ 2 / 2 by positivity)
  have hw := sum_matElem_sq_le hu w
  have hmain : w ⬝ᵥ w ≤ (1 / (4 * T)) ^ 2 * (v ⬝ᵥ v) := by linarith
  calc (U • w) ⬝ᵥ (U • w) = U ^ 2 * (w ⬝ᵥ w) := by
        rw [smul_dotProduct, dotProduct_smul, smul_eq_mul, smul_eq_mul]
        ring
    _ ≤ U ^ 2 * ((1 / (4 * T)) ^ 2 * (v ⬝ᵥ v)) :=
        mul_le_mul_of_nonneg_left hmain (sq_nonneg U)
    _ = (U / (4 * T)) ^ 2 * (v ⬝ᵥ v) := by ring

/-- For `T > 0`, orthonormal real orbitals and `U ≥ 0`, every eigenvalue of `1 - U χ₀` lies
in `[1, 1 + U/(4T)]`. -/
theorem eigenvalue_mem {T U : ℝ} (hT : 0 < T) (hU : 0 ≤ U) (μ : ℝ) (e : m → ℝ)
    {u : Matrix m n ℝ} (hu : u * uᵀ = 1) {ev : ℝ} {v : n → ℝ} (hv : v ≠ 0)
    (h : (1 - U • chi0 T μ e u) *ᵥ v = ev • v) : ev ∈ Set.Icc 1 (1 + U / (4 * T)) := by
  have hpos : 0 < v ⬝ᵥ v :=
    lt_of_le_of_ne (Finset.sum_nonneg fun i _ => mul_self_nonneg _)
      fun h0 => hv (dotProduct_self_eq_zero.mp h0.symm)
  simp only [Matrix.sub_mulVec, Matrix.one_mulVec, Matrix.smul_mulVec] at h
  have hrel : U • (chi0 T μ e u *ᵥ v) = (1 - ev) • v := by
    rw [sub_smul, one_smul, ← h, sub_sub_cancel]
  constructor
  · -- the response is negative semidefinite
    have hup : v ⬝ᵥ (chi0 T μ e u *ᵥ v) ≤ 0 := by
      rw [chi0_form]
      refine Finset.sum_nonpos fun a _ => Finset.sum_nonpos fun b _ => ?_
      nlinarith [mul_nonneg (neg_nonneg.mpr (dividedDiff_fermi_mem hT μ (e a) (e b)).2.le)
        (sq_nonneg (matElem u v a b))]
    have hq := congrArg (fun w => v ⬝ᵥ w) hrel
    simp only [dotProduct_smul, smul_eq_mul] at hq
    refine le_of_mul_le_mul_right ?_ hpos
    nlinarith [hq, mul_le_mul_of_nonneg_left hup hU]
  · -- the contraction factor bounds the distance of the eigenvalue from 1
    have hc := response_contracts hT U μ e hu v
    rw [hrel, smul_dotProduct, dotProduct_smul, smul_eq_mul, smul_eq_mul] at hc
    have hb : 0 ≤ U / (4 * T) := by positivity
    generalize U / (4 * T) = b at hc hb ⊢
    have hsq : (1 - ev) ^ 2 ≤ b ^ 2 := le_of_mul_le_mul_right (by nlinarith [hc]) hpos
    nlinarith

omit [Fintype n] [DecidableEq m] in
/-- For `T > 0` and real orbitals obeying the completeness relation `uᵀ * u = 1`, with all levels at
the chemical potential, `χ₀` is `-1/(4T)` times the identity. -/
theorem chi0_at_fermi_level {T : ℝ} (hT : 0 < T) (μ : ℝ) {u : Matrix m n ℝ}
    (hu : uᵀ * u = 1) : chi0 T μ (fun _ => μ) u = (-(1 / (4 * T))) • (1 : Matrix n n ℝ) := by
  have hf : fermi T μ μ = 1 / 2 := by norm_num [fermi]
  have hd : dividedDiff (fermi T μ) μ μ = -(1 / (4 * T)) := by
    rw [dividedDiff, if_pos rfl, (hasDerivAt_fermi hT μ μ).deriv, hf]
    ring
  ext r s
  have hrs : ∑ a, u a r * u a s = (1 : Matrix n n ℝ) r s := congrFun (congrFun hu r) s
  -- the double sum factorises into the square of the completeness relation
  have hsq : chi0 T μ (fun _ => μ) u r s
      = -(1 / (4 * T)) * ((∑ a, u a r * u a s) * ∑ b, u b r * u b s) := by
    simp only [chi0, Matrix.of_apply, hd]
    rw [Finset.sum_mul_sum]
    simp only [Finset.mul_sum]
    exact Finset.sum_congr rfl fun a _ => Finset.sum_congr rfl fun b _ => by ring
  rw [hsq, hrs, Matrix.smul_apply, smul_eq_mul]
  by_cases h : r = s
  · subst h
    rw [Matrix.one_apply_eq]
    ring
  · simp [Matrix.one_apply_ne h]

end

end FermiResponseContraction
```

```lean
#print axioms FermiResponseContraction.chi0_isSymm
#print axioms FermiResponseContraction.response_contracts
#print axioms FermiResponseContraction.eigenvalue_mem
#print axioms FermiResponseContraction.chi0_at_fermi_level
```

```
'FermiResponseContraction.chi0_isSymm' depends on axioms: [propext, Classical.choice, Quot.sound]
'FermiResponseContraction.response_contracts' depends on axioms: [propext, Classical.choice, Quot.sound]
'FermiResponseContraction.eigenvalue_mem' depends on axioms: [propext, Classical.choice, Quot.sound]
'FermiResponseContraction.chi0_at_fermi_level' depends on axioms: [propext, Classical.choice, Quot.sound]
```

### The proof, lemma by lemma

`hasDerivAt_fermi` differentiates the quotient, then replaces the exponential by a positive number `E` and lets `field_simp` and `ring` confirm the form $-f(1-f)/T$. In `dividedDiff_fermi_mem`, the local fact `slope` is the bound on $f'$, with the square $(2f-1)^2$ handed to `nlinarith`. The fact `quot` extends it to difference quotients, and `split_ifs` separates equal from distinct levels.

`chi0_form` is the reordering of sums, done with `Finset.sum_comm`. `sum_matElem_sq_le` proves `bessel` from the squared length of the part outside the orbital span, then uses it as `row` and as `site`, the two choices of $x$ above. The closing `calc` combines them.

`response_contracts` applies `chi0_form` with $w=\chi_0v$ and then forgets where `w` came from. The inequality `hsum` is the completed square for each orbital pair, and `linarith` moves $\tfrac12|w|^2$ to the left. `eigenvalue_mem` gets its lower bound from the sign of the quadratic form and its upper bound from `response_contracts`. In `chi0_at_fermi_level` all divided differences are equal, so the double sum factorises into the square of the completeness relation.

### The mean value theorem as Mathlib states it

Every bound on the response rests on `exists_hasDerivAt_eq_slope`. It takes a function together with an explicit candidate for its derivative, continuity on the closed interval, and a `HasDerivAt` proof at each interior point. It returns an interior point `c` where the candidate equals the difference quotient.

Here the candidate is $-f(1-f)/T$, so the returned equation `hc` already speaks of the expression that `slope` bounds. After `rw [← hc]`, the goal about a quotient is literally `slope c`. Nearly degenerate levels therefore need no special treatment in the proof: however small the denominator, the quotient is a slope of $f$ somewhere between the two levels.
